# The height shift from orthogonalising two occupied orbitals at fixed Mulliken populations

Let $p$ and $c$ be real unit vectors with overlap $S=\langle p,c\rangle$, $|S|<1$, and let $Z$ be a symmetric operator. For every finite orthonormal family $e_i$ with the same span as $p$ and $c$,

$$\sum_i\langle e_i,Ze_i\rangle-\big(\langle p,Zp\rangle+\langle c,Zc\rangle\big)=\frac{S^2\big(\langle p,Zp\rangle+\langle c,Zc\rangle\big)-2S\langle p,Zc\rangle}{1-S^2}.$$

Here $p$ stands for a metal orbital whose tail reaches out of the surface, $c$ for an orbital of a closed-shell adsorbate, and $Z$ for the height above the surface, increasing away from the metal. Each orbital holds one electron of a given spin. When the two systems are joined with these orbitals kept frozen, the Pauli principle makes the two electrons of that spin fill the space spanned by $p$ and $c$, and the summed height can change although neither orbital gains or loses Mulliken population. With elementary charge $q$, the dipole moment along the outward normal changes by $-q$ times the shift, for each spin.

In a non-interacting model with two frozen orbitals, this is the dipole produced by the antisymmetrisation step of an energy decomposition analysis. The push-back effect at a real interface also involves many metal states, orbital relaxation and screening, and the formula gives no work function by itself. Its sign is not fixed either: the electrons move towards the metal only under a condition derived below.

## Orbitals, heights and populations

The orbitals are vectors of a real inner-product space `E`, which may have any dimension. The finite type `ι` labels the orthonormal orbitals.

```lean
import Mathlib

open Submodule

namespace PushBackDipole

noncomputable section

variable {E : Type*} [NormedAddCommGroup E] [InnerProductSpace ℝ E]
variable {ι : Type*} [Fintype ι]
```

When $p$ and $c$ are not orthogonal, the overlap of a vector with $p$ is in general not the coefficient of $p$ in its expansion. The vector that reads off this coefficient is the dual orbital

$$\tilde p=\frac{p-Sc}{1-S^2}.$$

Exchanging the two arguments gives $\tilde c=(c-Sp)/(1-S^2)$.

```lean
/-- The dual orbital of `p` in a pair of unit vectors `p, c`, namely `(p - S c) / (1 - S²)` with
overlap `S = ⟨p, c⟩`; its domain is `S² ≠ 1`. -/
def dualOrbital (p c : E) : E :=
  (1 - (inner ℝ p c) ^ 2)⁻¹ • (p - (inner ℝ p c) • c)
```

The shift compares the summed height of the orthonormal orbitals with that of the separate ones:

$$\Delta=\sum_i\langle e_i,Ze_i\rangle-\big(\langle p,Zp\rangle+\langle c,Zc\rangle\big).$$

In Lean, `Z : E →ₗ[ℝ] E` is a linear map defined on all of `E`. A matrix in a finite basis qualifies. Multiplication by a coordinate does not act on the whole of $L^2(\mathbb R^3)$, so for that operator `E` has to be a smaller space which it maps into itself, such as the real Schwartz functions.

```lean
/-- The summed expectation value of `Z` over the orbitals `e`, minus its summed expectation
value over the separate orbitals `p` and `c`. -/
def dipoleShift (p c : E) (Z : E →ₗ[ℝ] E) (e : ι → E) : ℝ :=
  ∑ i, inner ℝ (e i) (Z (e i)) - (inner ℝ p (Z p) + inner ℝ c (Z c))
```

The Mulliken gross population of $p$ multiplies the coefficient of $p$ in each occupied orbital by the overlap of that orbital with $p$, and sums:

$$n_p=\sum_i\langle\tilde p,e_i\rangle\langle e_i,p\rangle.$$

```lean
/-- The Mulliken gross population of `p` when each orbital `e i` in the span of `p` and `c` is
singly occupied: coefficient of `p` in `e i` times overlap of `e i` with `p`, summed over `i`. Its
domain is unit vectors `p`, `c` with `⟨p, c⟩² ≠ 1`. -/
def grossPopulation (p c : E) (e : ι → E) : ℝ :=
  ∑ i, inner ℝ (dualOrbital p c) (e i) * inner ℝ (e i) p
```

## Coefficients in a non-orthogonal pair

The condition $|S|<1$ says that the two orbitals are not the same state up to sign, so that two electrons of equal spin can occupy their span. From $-1<S<1$ follows $(1-S)(1+S)>0$, that is, $1-S^2>0$.

```lean
/-- For an overlap of modulus below one, `1 - S²` is positive. -/
lemma one_sub_sq_pos {S : ℝ} (hS : |S| < 1) : 0 < 1 - S ^ 2 := by
  obtain ⟨h1, h2⟩ := abs_lt.1 hS
  nlinarith
```

With $\|p\|=\|c\|=1$,

$$\langle\tilde p,p\rangle=\frac{1-S\cdot S}{1-S^2}=1,\qquad \langle\tilde p,c\rangle=\frac{S-S\cdot 1}{1-S^2}=0.$$

The proof expands the inner products by linearity, inserts the norms, and cancels the denominator using the positivity just shown.

```lean
/-- The dual orbital of `p` has overlap one with `p` and zero with `c`. -/
theorem dualOrbital_biorthogonal {p c : E} (hp : ‖p‖ = 1) (hc : ‖c‖ = 1)
    (hS : |inner ℝ p c| < 1) :
    inner ℝ (dualOrbital p c) p = 1 ∧ inner ℝ (dualOrbital p c) c = 0 := by
  have h := (one_sub_sq_pos hS).ne'
  constructor
  · simp only [dualOrbital, real_inner_smul_left, inner_sub_left,
      real_inner_self_eq_norm_sq, hp, real_inner_comm p c]
    have h2 : (1 : ℝ) ^ 2 - inner ℝ p c * inner ℝ p c = 1 - (inner ℝ p c) ^ 2 := by ring
    rw [h2, inv_mul_cancel₀ h]
  · simp only [dualOrbital, real_inner_smul_left, inner_sub_left,
      real_inner_self_eq_norm_sq, hc]
    ring
```

The dual orbital is a linear combination of $p$ and $c$, so it belongs to any subspace that contains both. This will be needed for the span of the $e_i$.

```lean
/-- The dual orbital lies in every subspace that contains both orbitals. -/
lemma dualOrbital_mem {p c : E} {V : Submodule ℝ E} (hp : p ∈ V) (hc : c ∈ V) :
    dualOrbital p c ∈ V :=
  V.smul_mem _ (V.sub_mem hp (V.smul_mem _ hc))
```

Now let $x=ap+bc$. Taking overlaps with the dual orbitals gives $\langle\tilde p,x\rangle=a$ and $\langle\tilde c,x\rangle=b$, hence

$$x=\langle\tilde p,x\rangle\,p+\langle\tilde c,x\rangle\,c.$$

In the proof, `mem_span_pair` supplies $a$ and $b$, and the four biorthogonality relations do the rest.

```lean
/-- Overlaps with the dual orbitals are the expansion coefficients of any vector in the span
of `p` and `c`. -/
theorem expansion {p c x : E} (hp : ‖p‖ = 1) (hc : ‖c‖ = 1)
    (hS : |inner ℝ p c| < 1) (hx : x ∈ span ℝ {p, c}) :
    x = (inner ℝ (dualOrbital p c) x) • p + (inner ℝ (dualOrbital c p) x) • c := by
  have hS' : |inner ℝ c p| < 1 := by rwa [real_inner_comm p c]
  obtain ⟨h1, h2⟩ := dualOrbital_biorthogonal hp hc hS
  obtain ⟨h3, h4⟩ := dualOrbital_biorthogonal hc hp hS'
  obtain ⟨a, b, rfl⟩ := mem_span_pair.1 hx
  simp only [inner_add_right, real_inner_smul_right, h1, h2, h3, h4,
    mul_one, mul_zero, add_zero, zero_add]
```

## Summing over the occupied orbitals

For $x$ in the span of the $e_i$ and any $y$,

$$\sum_i\langle x,e_i\rangle\langle e_i,y\rangle=\langle x,y\rangle.$$

If $x=e_j$, only the term $i=j$ survives and equals $\langle e_j,y\rangle$. Both sides are linear in $x$, so the identity extends to the whole span. The induction in Lean has the same cases: a member of the family, zero, a sum and a multiple. The vector $y$ may lie outside the span, which matters because $Z$ can carry $p$ and $c$ out of it.

```lean
/-- An orthonormal family resolves the identity on its span. -/
theorem resolution_of_identity {e : ι → E} (he : Orthonormal ℝ e) {x : E}
    (hx : x ∈ span ℝ (Set.range e)) (y : E) :
    ∑ i, inner ℝ x (e i) * inner ℝ (e i) y = inner ℝ x y := by
  classical
  refine Submodule.span_induction
    (p := fun x _ => ∑ i, inner ℝ x (e i) * inner ℝ (e i) y = inner ℝ x y) ?_ ?_ ?_ ?_ hx
  · rintro _ ⟨j, rfl⟩
    simp [orthonormal_iff_ite.1 he]
  · simp
  · intro x z _ _ h1 h2
    simp only [inner_add_left, add_mul, Finset.sum_add_distrib, h1, h2]
  · intro a x _ h1
    simp only [real_inner_smul_left, mul_assoc, ← Finset.mul_sum, h1]
```

Expand each occupied orbital as $e_i=\langle\tilde p,e_i\rangle p+\langle\tilde c,e_i\rangle c$ and apply $Z$:

$$\langle e_i,Ze_i\rangle=\langle\tilde p,e_i\rangle\langle e_i,Zp\rangle+\langle\tilde c,e_i\rangle\langle e_i,Zc\rangle.$$

This is `key` in the proof. Summing over $i$ with the resolution of the identity, and using $\langle c,Zp\rangle=\langle p,Zc\rangle$ (`hsym`), one finds

$$\sum_i\langle e_i,Ze_i\rangle=\langle\tilde p,Zp\rangle+\langle\tilde c,Zc\rangle=\frac{\langle p,Zp\rangle+\langle c,Zc\rangle-2S\langle p,Zc\rangle}{1-S^2}.$$

Subtracting $\langle p,Zp\rangle+\langle c,Zc\rangle$ puts $S^2$ in front of the diagonal terms and gives the stated formula; `field_simp` and `ring` carry out this last step.

In the theorem, `hp` and `hc` are the normalisations, `hS` bounds the overlap, and `hZ` is the symmetry of $Z$, as befits a real observable. The hypotheses `he` and `hspan` say that the family is orthonormal and spans the same space as the pair, which forces it to have two members. Any such family is allowed, whether it comes from Gram–Schmidt or from Löwdin orthogonalisation.

```lean
/-- Orthogonalising two unit vectors `p` and `c` with overlap `S`, `|S| < 1`, shifts the summed
expectation value of a symmetric `Z` by `(S²(⟨p,Zp⟩ + ⟨c,Zc⟩) - 2S⟨p,Zc⟩) / (1 - S²)`, for every
orthonormal basis `e` of their span. -/
theorem dipoleShift_eq {p c : E} (hp : ‖p‖ = 1) (hc : ‖c‖ = 1)
    (hS : |inner ℝ p c| < 1) {Z : E →ₗ[ℝ] E} (hZ : Z.IsSymmetric)
    {e : ι → E} (he : Orthonormal ℝ e) (hspan : span ℝ (Set.range e) = span ℝ {p, c}) :
    dipoleShift p c Z e =
      ((inner ℝ p c) ^ 2 * (inner ℝ p (Z p) + inner ℝ c (Z c))
        - 2 * inner ℝ p c * inner ℝ p (Z c)) / (1 - (inner ℝ p c) ^ 2) := by
  have h := (one_sub_sq_pos hS).ne'
  have hpm : p ∈ span ℝ (Set.range e) := by rw [hspan]; exact subset_span (by simp)
  have hcm : c ∈ span ℝ (Set.range e) := by rw [hspan]; exact subset_span (by simp)
  -- expand each `Z (e i)` in `Z p` and `Z c`
  have key : ∀ i, inner ℝ (e i) (Z (e i)) =
      inner ℝ (dualOrbital p c) (e i) * inner ℝ (e i) (Z p)
        + inner ℝ (dualOrbital c p) (e i) * inner ℝ (e i) (Z c) := by
    intro i
    have hi : e i ∈ span ℝ {p, c} := by rw [← hspan]; exact subset_span ⟨i, rfl⟩
    have hZi := congrArg Z (expansion hp hc hS hi)
    rw [map_add, map_smul, map_smul] at hZi
    rw [hZi, inner_add_right, real_inner_smul_right, real_inner_smul_right]
  have hsym : inner ℝ c (Z p) = inner ℝ p (Z c) := by
    rw [← hZ c p, real_inner_comm]
  -- the sum over `e` collapses to matrix elements with the dual orbitals
  rw [dipoleShift, Finset.sum_congr rfl (fun i _ => key i), Finset.sum_add_distrib,
    resolution_of_identity he (dualOrbital_mem hpm hcm),
    resolution_of_identity he (dualOrbital_mem hcm hpm)]
  simp only [dualOrbital, real_inner_smul_left, inner_sub_left, real_inner_comm p c, hsym]
  field_simp
  ring
```

The joined system could also have been modelled without orthonormal orbitals, through the inverse of the overlap matrix $\begin{pmatrix}1&S\\S&1\end{pmatrix}$ as density matrix in the basis $p,c$. The summed height would then be the trace of this inverse with the matrix of $Z$, and the formula would follow from inverting a $2\times2$ matrix. The link to occupied orthonormal orbitals, and the independence of their choice, would then need a separate theorem; here both are part of the statement.

## Populations stay at one

The same resolution of the identity gives

$$n_p=\sum_i\langle\tilde p,e_i\rangle\langle e_i,p\rangle=\langle\tilde p,p\rangle=1,$$

and likewise $n_c=1$. This is the sense in which no charge is transferred. It reflects the model, in which the span is completely filled and there is no empty orbital to receive charge. It concerns Mulliken's partition, and other ways of dividing the density between metal and adsorbate may assign different charges.

```lean
/-- After orthogonalisation the Mulliken gross populations of `p` and of `c` are both one. -/
theorem no_charge_transfer {p c : E} (hp : ‖p‖ = 1) (hc : ‖c‖ = 1)
    (hS : |inner ℝ p c| < 1) {e : ι → E} (he : Orthonormal ℝ e)
    (hspan : span ℝ (Set.range e) = span ℝ {p, c}) :
    grossPopulation p c e = 1 ∧ grossPopulation c p e = 1 := by
  have hS' : |inner ℝ c p| < 1 := by rwa [real_inner_comm p c]
  have hpm : p ∈ span ℝ (Set.range e) := by rw [hspan]; exact subset_span (by simp)
  have hcm : c ∈ span ℝ (Set.range e) := by rw [hspan]; exact subset_span (by simp)
  constructor
  · rw [grossPopulation, resolution_of_identity he (dualOrbital_mem hpm hcm)]
    exact (dualOrbital_biorthogonal hp hc hS).1
  · rw [grossPopulation, resolution_of_identity he (dualOrbital_mem hcm hpm)]
    exact (dualOrbital_biorthogonal hc hp hS').1
```

## When the electrons move towards the metal

For $S\neq0$, write $m=\langle p,Zp\rangle+\langle c,Zc\rangle$ and $w=\langle p,Zc\rangle$. Then

$$\Delta=\frac{S^2m-2Sw}{1-S^2}=\frac{2S^2}{1-S^2}\left(\frac m2-\frac wS\right).$$

The prefactor is positive, so $\Delta<0$ exactly when $w/S>m/2$. The ratio $w/S$ is the centroid of the overlap density, and $m/2$ is the midpoint of the two orbital heights. Orthogonalisation therefore lowers the electrons when the overlap is centred above that midpoint, as one would expect for a compact, nodeless shell sitting in the smooth, diffuse tail of the metal orbital, well above the centroid of that orbital. A negative shift is the direction that lowers the work function.

The proof replaces the matrix elements by the real variables `S`, `m` and `w`, establishes the factorisation as `hfac`, and reads off the sign in both directions.

```lean
/-- For nonzero overlap the shift is negative exactly when the ratio `⟨p,Zc⟩ / ⟨p,c⟩` exceeds the
mean of `⟨p,Zp⟩` and `⟨c,Zc⟩`. -/
theorem dipoleShift_neg_iff {p c : E} (hp : ‖p‖ = 1) (hc : ‖c‖ = 1)
    (hS : |inner ℝ p c| < 1) (hS0 : inner ℝ p c ≠ 0) {Z : E →ₗ[ℝ] E} (hZ : Z.IsSymmetric)
    {e : ι → E} (he : Orthonormal ℝ e) (hspan : span ℝ (Set.range e) = span ℝ {p, c}) :
    dipoleShift p c Z e < 0 ↔
      (inner ℝ p (Z p) + inner ℝ c (Z c)) / 2 < inner ℝ p (Z c) / inner ℝ p c := by
  rw [dipoleShift_eq hp hc hS hZ he hspan]
  have hpos := one_sub_sq_pos hS
  generalize inner ℝ p c = S at *
  generalize inner ℝ p (Z p) + inner ℝ c (Z c) = m
  generalize inner ℝ p (Z c) = w
  have hk : 0 < 2 * S ^ 2 / (1 - S ^ 2) := by positivity
  -- the shift is a positive factor times the difference of the two centroids
  have hfac : (S ^ 2 * m - 2 * S * w) / (1 - S ^ 2)
      = 2 * S ^ 2 / (1 - S ^ 2) * (m / 2 - w / S) := by
    have h1 : S ^ 2 * m - 2 * S * w = 2 * S ^ 2 * (m / 2 - w / S) := by
      field_simp
    rw [h1]
    ring
  rw [hfac]
  constructor
  · intro h
    by_contra hn
    have := mul_nonneg hk.le (sub_nonneg.2 (not_lt.1 hn))
    linarith
  · intro h
    exact mul_neg_of_pos_of_neg hk (sub_neg.2 h)
```

## A pair in the plane with an outward shift

A two-dimensional example meets all the hypotheses and can be evaluated by hand. The two components of a vector are the amplitudes on two orthonormal site functions, the first at height $0$ and the second at height $1$. The metal orbital, called `tail` in the code, is the first axis vector, $p=(1,0)$.

```lean
/-- The vector `(1, 0)` of the plane, used as `p` in the example. -/
def tail : EuclideanSpace ℝ (Fin 2) := !₂[1, 0]
```

The shell is $c=(3/5,4/5)$, which is normalised because $9/25+16/25=1$, and its overlap with $p$ is $S=3/5$.

```lean
/-- The vector `(3/5, 4/5)` of the plane, used as `c` in the example. -/
def shell : EuclideanSpace ℝ (Fin 2) := !₂[3 / 5, 4 / 5]
```

The orthonormal family consists of the two axis vectors, $e_0=(1,0)$ and $e_1=(0,1)$.

```lean
/-- The standard orthonormal frame of the plane. -/
def frame : Fin 2 → EuclideanSpace ℝ (Fin 2) := ![!₂[1, 0], !₂[0, 1]]
```

The height operator keeps the second component, $Z(x_0,x_1)=(0,x_1)$.

```lean
/-- A model height operator, the projection on the second axis. -/
def height : EuclideanSpace ℝ (Fin 2) →ₗ[ℝ] EuclideanSpace ℝ (Fin 2) where
  toFun x := !₂[0, x 1]
  map_add' x y := by ext i; fin_cases i <;> simp
  map_smul' a x := by ext i; fin_cases i <;> simp
```

The spans agree because $e_1=-\tfrac34\,p+\tfrac54\,c$ and $c=\tfrac35\,e_0+\tfrac45\,e_1$. The summed height of the frame is $0+1$, that of the separate orbitals is $0+16/25$, and so

$$\Delta=1-\frac{16}{25}=\frac{9}{25}.$$

The general formula gives the same value, since $w=0$ and $\tfrac{9}{25}\cdot\tfrac{16}{25}\big/\tfrac{16}{25}=\tfrac{9}{25}$. The shift is positive: the overlap centroid lies at height $0$, below the midpoint $8/25$, so these electrons move away from the metal. The Lean proof checks norms, overlap, symmetry and orthonormality in components, proves the two inclusions between the spans, and computes the shift directly from its definition.

```lean
/-- The model orbitals are normalised with overlap `3/5`, the frame is an orthonormal basis of
their span, the height operator is symmetric, and the shift is `9/25`. -/
theorem dipoleShift_witness :
    ‖tail‖ = 1 ∧ ‖shell‖ = 1 ∧ inner ℝ tail shell = 3 / 5 ∧ height.IsSymmetric ∧
      Orthonormal ℝ frame ∧ span ℝ (Set.range frame) = span ℝ {tail, shell} ∧
      dipoleShift tail shell height frame = 9 / 25 := by
  refine ⟨?_, ?_, ?_, ?_, ?_, ?_, ?_⟩
  · have h : inner ℝ tail tail = 1 := by
      rw [PiLp.inner_apply, Fin.sum_univ_two]
      norm_num [tail]
    rw [real_inner_self_eq_norm_sq] at h
    exact (pow_eq_one_iff_of_nonneg (norm_nonneg _) two_ne_zero).1 h
  · have h : inner ℝ shell shell = 1 := by
      rw [PiLp.inner_apply, Fin.sum_univ_two]
      norm_num [shell]
    rw [real_inner_self_eq_norm_sq] at h
    exact (pow_eq_one_iff_of_nonneg (norm_nonneg _) two_ne_zero).1 h
  · norm_num [tail, shell, PiLp.inner_apply, Fin.sum_univ_two]
  · intro x y
    simp [height, PiLp.inner_apply, Fin.sum_univ_two]
  · rw [orthonormal_iff_ite]
    intro i j
    rw [PiLp.inner_apply, Fin.sum_univ_two]
    fin_cases i <;> fin_cases j <;> norm_num [frame]
  · apply le_antisymm
    · rw [span_le]
      rintro _ ⟨i, rfl⟩
      fin_cases i
      · exact subset_span (by simp [frame, tail])
      · exact mem_span_pair.2 ⟨-3 / 4, 5 / 4, by
          ext k; fin_cases k <;> norm_num [frame, tail, shell]⟩
    · rw [span_le]
      rintro _ (rfl | rfl)
      · exact subset_span ⟨0, rfl⟩
      · have h : shell = (3 / 5 : ℝ) • frame 0 + (4 / 5 : ℝ) • frame 1 := by
          ext k; fin_cases k <;> norm_num [frame, shell]
        rw [h]
        exact Submodule.add_mem _ (Submodule.smul_mem _ _ (subset_span ⟨0, rfl⟩))
          (Submodule.smul_mem _ _ (subset_span ⟨1, rfl⟩))
  · norm_num [dipoleShift, tail, shell, height, frame, PiLp.inner_apply, Fin.sum_univ_two]

end

end PushBackDipole
```

```lean
#print axioms PushBackDipole.dipoleShift_eq
#print axioms PushBackDipole.no_charge_transfer
#print axioms PushBackDipole.dipoleShift_neg_iff
```

```
'PushBackDipole.dipoleShift_eq' depends on axioms: [propext, Classical.choice, Quot.sound]
'PushBackDipole.no_charge_transfer' depends on axioms: [propext, Classical.choice, Quot.sound]
'PushBackDipole.dipoleShift_neg_iff' depends on axioms: [propext, Classical.choice, Quot.sound]
```
